# With the correct electron number, one canonical purification step takes occupation errors of at most d ≤ 1/2 to at most 7d²

Let the occupations $x_i\in[0,1]$ of a density matrix sum to the electron number $N$. Suppose that $N$ chosen levels are within $d\le 1/2$ of 1, and all others within $d$ of 0. After one step of canonical purification, with its parameter $c$ computed from these occupations, every level is within $7d^2$ of the same target. For $0<d<1/7$ this bound is smaller than $d$.

For non-interacting electrons at zero temperature in a finite orthonormal basis of spin orbitals, with a gap between the filled and the empty levels, the density matrix has only the occupations 0 and 1. Purification approaches it by matrix products instead of diagonalisation, and the result bounds the error in the last steps of that approach.

## Occupations, the step and its parameter

```lean
import Mathlib

open Finset

namespace CanonicalPurification

noncomputable section

variable {ι : Type*} [Fintype ι]
```

The levels are labelled by the elements of a finite set `ι` of any size. A function `x : ι → ℝ` is then a list of occupations, one real number $x_i$ per level. Textbooks often write $f_i$ or $n_i$; here $x$ is not a position.

```lean
/-- The canonical purification polynomial with parameter `c`, applied to one occupation `x`;
its two branches are used for `c ≥ 1/2` and `c < 1/2`. -/
def canon (c x : ℝ) : ℝ :=
  if 1 / 2 ≤ c then ((1 + c) * x ^ 2 - x ^ 3) / c
  else ((1 - 2 * c) * x + (1 + c) * x ^ 2 - x ^ 3) / (1 - c)
```

`canon c x` is the new occupation of a level that had occupation $x$:

$$P_c(x)=\begin{cases}\dfrac{(1+c)x^2-x^3}{c}, & c\ge \tfrac12,\\[2ex] \dfrac{(1-2c)x+(1+c)x^2-x^3}{1-c}, & c<\tfrac12.\end{cases}$$

The second branch has a term linear in $x$. To take an occupation $d$ to one of order $d^2$, this branch therefore needs $1-2c$ to be at most of order $d$.

```lean
/-- The equation required of the parameter `c`, given the occupations: `c Tr(ρ - ρ²) = Tr(ρ² - ρ³)`,
written in the eigenbasis of `ρ`. -/
def IsParameter (c : ℝ) (x : ι → ℝ) : Prop :=
  c * ∑ i, x i * (1 - x i) = ∑ i, x i ^ 2 * (1 - x i)
```

`IsParameter c x` is the statement $c\sum_i x_i(1-x_i)=\sum_i x_i^2(1-x_i)$. It stands for the requirement that the step keep the number of electrons.

The passage from the matrix $\rho$ to its list of eigenvalues is made outside Lean. It relies on the fact that a polynomial in a Hermitian matrix keeps the eigenvectors. Once a linear-scaling program discards small matrix elements, the new matrix is no longer exactly such a polynomial, and the result does not cover that error.

```lean
/-- The levels in `s` have occupations between `1 - d` and `1`, all others between `0` and `d`. -/
structure Near (s : Finset ι) (d : ℝ) (x : ι → ℝ) : Prop where
  filled : ∀ i ∈ s, 1 - d ≤ x i ∧ x i ≤ 1
  vacant : ∀ i, i ∉ s → 0 ≤ x i ∧ x i ≤ d
```

`Near s d x` bundles two conditions: $1-d\le x_i\le 1$ for levels in the set $s$, and $0\le x_i\le d$ for the rest. The set $s$ is the target filling. It may be any set of levels; for the ground state it consists of the lowest ones.

## What the step conserves

```lean
/-- Both branches of the canonical step change an occupation by
`(x²(1-x) - c x(1-x)) / max(c, 1-c)`. -/
theorem canon_eq (c x : ℝ) :
    canon c x = x + (x ^ 2 * (1 - x) - c * (x * (1 - x))) / max c (1 - c) := by
  unfold canon
  split_ifs with h
  · have hc : c ≠ 0 := (by linarith : (0 : ℝ) < c).ne'
    rw [max_eq_left (by linarith), div_eq_iff hc, add_mul x _ c, div_mul_cancel₀ _ hc]
    ring
  · have hc : 1 - c ≠ 0 := (by linarith [not_le.1 h] : (0 : ℝ) < 1 - c).ne'
    rw [max_eq_right (by linarith [not_le.1 h]), div_eq_iff hc, add_mul x _ (1 - c),
      div_mul_cancel₀ _ hc]
    ring
```

In a Lean theorem the assumptions stand before the main colon, the claim after it, and the proof after `:=`. The claim here is

$$P_c(x)=x+\frac{x(1-x)(x-c)}{m},\qquad m=\max(c,1-c)\ge\tfrac12 .$$

For $c\ge\frac12$, multiplying the right side by $m=c$ gives $cx+x^2-x^3-cx+cx^2=(1+c)x^2-x^3$. For $c<\frac12$, multiplying by $1-c$ gives $(1-c)x+x^2-x^3-cx+cx^2$, the numerator of the second branch. `split_ifs` separates these cases, and `ring` checks the polynomial identities.

```lean
/-- Particle-hole symmetry: exchanging `x` with `1 - x` and `c` with `1 - c` exchanges
the new occupation with the new vacancy. -/
theorem canon_hole (c x : ℝ) : canon c (1 - x) = 1 - canon (1 - c) x := by
  rw [canon_eq, canon_eq, show 1 - (1 - c) = c by ring, max_comm (1 - c) c]
  ring
```

Replacing $x$ by $1-x$ and $c$ by $1-c$ leaves $m$ unchanged and reverses the sign of the increment. Hence $P_c(1-x)=1-P_{1-c}(x)$: holes are purified as electrons are, with the parameter $1-c$.

```lean
/-- With the parameter computed from the occupations, the canonical step conserves the
number of electrons. -/
theorem trace_conserved {c : ℝ} {x : ι → ℝ} (hc : IsParameter c x) :
    ∑ i, canon c (x i) = ∑ i, x i := by
  have hc' : c * ∑ i, x i * (1 - x i) = ∑ i, x i ^ 2 * (1 - x i) := hc
  simp_rw [canon_eq]
  rw [sum_add_distrib, ← sum_div, sum_sub_distrib, ← mul_sum, hc', sub_self, zero_div, add_zero]
```

Summed over the levels, the increments give $\left[\sum_i x_i^2(1-x_i)-c\sum_i x_i(1-x_i)\right]/m$, which vanishes by the equation for $c$. So $\sum_i P_c(x_i)=\sum_i x_i$.

```lean
/-- For occupations in `[0,1]`, not all of them `0` or `1`, the idempotency error
`Tr(ρ - ρ²)` is positive. -/
theorem fluctuation_pos {x : ι → ℝ} (hx : ∀ i, 0 ≤ x i ∧ x i ≤ 1)
    (hf : ∃ i, x i ≠ 0 ∧ x i ≠ 1) : 0 < ∑ i, x i * (1 - x i) := by
  obtain ⟨i, h0, h1⟩ := hf
  exact sum_pos' (fun j _ => mul_nonneg (hx j).1 (sub_nonneg.2 (hx j).2))
    ⟨i, mem_univ i, mul_pos (lt_of_le_of_ne (hx i).1 (Ne.symm h0))
      (sub_pos.2 (lt_of_le_of_ne (hx i).2 h1))⟩
```

Write $w_i=x_i(1-x_i)$ and $W=\sum_i w_i$. For occupations in $[0,1]$ no $w_i$ is negative, and a fractional level has $w_i>0$. Thus $W>0$ as soon as one level is fractional.

```lean
/-- For occupations in `[0,1]`, not all of them `0` or `1`, the parameter is the quotient
`Tr(ρ² - ρ³) / Tr(ρ - ρ²)`. -/
theorem isParameter_iff {c : ℝ} {x : ι → ℝ} (hx : ∀ i, 0 ≤ x i ∧ x i ≤ 1)
    (hf : ∃ i, x i ≠ 0 ∧ x i ≠ 1) :
    IsParameter c x ↔ c = (∑ i, x i ^ 2 * (1 - x i)) / ∑ i, x i * (1 - x i) := by
  rw [eq_div_iff (fluctuation_pos hx hf).ne']
  exact Iff.rfl
```

Dividing by $W$ then gives the usual formula $c=\sum_i x_i^2(1-x_i)/\sum_i x_i(1-x_i)$. If all occupations are 0 or 1, the defining equation reads $0=0$ and admits every $c$.

## The electron count brings c close to one half

```lean
/-- If occupations in `[0,1]`, not all `0` or `1`, are within `d ≤ 1/2` of the target filling `s`
and sum to the number of levels in `s`, then the parameter is within `d` of `1/2`. -/
theorem parameter_near_half {s : Finset ι} {c d : ℝ} {x : ι → ℝ} (h : Near s d x)
    (hd : d ≤ 1 / 2) (hN : ∑ i, x i = s.card) (hf : ∃ i, x i ≠ 0 ∧ x i ≠ 1)
    (hc : IsParameter c x) : |2 * c - 1| ≤ 2 * d := by
  classical
  have hc' : c * ∑ i, x i * (1 - x i) = ∑ i, x i ^ 2 * (1 - x i) := hc
  have hD : 0 < ∑ i, x i * (1 - x i) := by
    refine fluctuation_pos (fun i => ?_) hf
    by_cases hi : i ∈ s
    · exact ⟨by linarith [(h.filled i hi).1], (h.filled i hi).2⟩
    · exact ⟨(h.vacant i hi).1, by linarith [(h.vacant i hi).2]⟩
  -- electrons missing from `s` balance those outside `s`
  have hS : ∑ i, (x i - if i ∈ s then (1 : ℝ) else 0) = 0 := by
    rw [sum_sub_distrib, hN]
    simp
  have key : ∀ a : ℝ, ∑ i, (x i * (1 - x i) * (2 * x i - 1 - a)
      + (1 - d) * (x i - if i ∈ s then (1 : ℝ) else 0))
      = (2 * c - 1 - a) * ∑ i, x i * (1 - x i) := by
    intro a
    have e : ∑ i, (x i * (1 - x i) * (2 * x i - 1 - a)
        + (1 - d) * (x i - if i ∈ s then (1 : ℝ) else 0))
        = 2 * ∑ i, x i ^ 2 * (1 - x i) - (1 + a) * ∑ i, x i * (1 - x i)
          + (1 - d) * ∑ i, (x i - if i ∈ s then (1 : ℝ) else 0) := by
      rw [mul_sum, mul_sum, mul_sum, ← sum_sub_distrib, ← sum_add_distrib]
      exact sum_congr rfl fun i _ => by ring
    linear_combination e + (1 - d) * hS - 2 * hc'
  -- two scalar inequalities give the sign of every term
  have A : ∀ e : ℝ, 0 ≤ e → e ≤ d → 0 ≤ e * ((d - e) * (1 + 2 * (1 - e))) := fun e h0 h1 =>
    mul_nonneg h0 (mul_nonneg (by linarith) (by linarith))
  have B : ∀ e : ℝ, 0 ≤ e → e ≤ d → 0 ≤ e * (d + e * (3 - 2 * e - 2 * d)) := fun e h0 h1 =>
    mul_nonneg h0 (add_nonneg (by linarith) (mul_nonneg h0 (by linarith)))
  have up := key (2 * d) ▸ sum_nonpos (s := univ) (fun i _ => by
    by_cases hi : i ∈ s
    · rw [if_pos hi]
      nlinarith [B (1 - x i) (by linarith [(h.filled i hi).2]) (by linarith [(h.filled i hi).1])]
    · rw [if_neg hi]
      nlinarith [A (x i) (h.vacant i hi).1 (h.vacant i hi).2])
  have lo := key (-(2 * d)) ▸ sum_nonneg (s := univ) (fun i _ => by
    by_cases hi : i ∈ s
    · rw [if_pos hi]
      nlinarith [A (1 - x i) (by linarith [(h.filled i hi).2]) (by linarith [(h.filled i hi).1])]
    · rw [if_neg hi]
      nlinarith [B (x i) (h.vacant i hi).1 (h.vacant i hi).2])
  rw [abs_le]
  constructor
  · by_contra hh
    nlinarith [mul_pos (sub_pos.2 (not_le.1 hh)) hD]
  · by_contra hh
    nlinarith [mul_pos (sub_pos.2 (not_le.1 hh)) hD]
```

The claim is $|2c-1|\le 2d$. The assumption `hN` says that the occupations sum to `s.card`, the number of levels in $s$, which is $N$. Some condition on the sum is needed: the occupations $1$ and $d$ give $c=d$, and the step leaves both unchanged.

Let $\theta_i=1$ for $i\in s$ and $0$ otherwise. Then $\sum_i(x_i-\theta_i)=0$ (`hS`): the electrons missing from $s$ are those found outside it. The equation for $c$ gives $(2c-1)W=\sum_i w_i(2x_i-1)$. To first order, a filled level with error $e$ contributes $+e$ to this sum and a vacant one $-e$, and these contributions cancel by the balance. To control the remainder, add $(1-d)$ times the balance. For every number $a$ (`key`),

$$(2c-1-a)W=\sum_i\left[w_i(2x_i-1-a)+(1-d)(x_i-\theta_i)\right].$$

Take $a=2d$, and let $e$ be the error of a level, so $0\le e\le d$.

- For a vacant level, $x_i=e$, and the bracket is $e[(1-e)(2e-1-2d)+1-d]=-e(d-e)(3-2e)\le0$.
- For a filled level, $x_i=1-e$, and the bracket is $e[(1-e)(1-2e-2d)-1+d]=-e[d+e(3-2e-2d)]\le0$.

Hence $(2c-1-2d)W\le0$, and $W>0$ gives $2c-1\le2d$. With $a=-2d$ the two expressions exchange roles and change sign: the bracket is $e[d+e(3-2e-2d)]$ for a vacant level and $e(d-e)(3-2e)$ for a filled one. Both are nonnegative, so $2c-1\ge-2d$.

In Lean, `A` and `B` are the two scalar inequalities, and `up` and `lo` are the two sums. `nlinarith` matches each bracket to its inequality, and at the end it derives a contradiction from $W>0$ and the negation of the desired bound.

## The error after one step

```lean
/-- If `c` is within `d ≤ 1/2` of `1/2`, an occupation between `0` and `d` is sent to one
between `0` and `7d²`. -/
theorem canon_small {c d e : ℝ} (h0 : 0 ≤ e) (h1 : e ≤ d) (hd : d ≤ 1 / 2)
    (hc : |2 * c - 1| ≤ 2 * d) : 0 ≤ canon c e ∧ canon c e ≤ 7 * d ^ 2 := by
  obtain ⟨hl, hu⟩ := abs_le.1 hc
  have hsq : e ^ 2 ≤ d ^ 2 := by nlinarith
  have h3 : 0 ≤ e ^ 3 := by positivity
  have hp : 0 ≤ e ^ 2 * (1 + c - e) := mul_nonneg (sq_nonneg e) (by linarith)
  unfold canon
  split_ifs with h
  · have hcp : 0 < c := by linarith
    refine ⟨div_nonneg (by linarith) hcp.le, ?_⟩
    rw [div_le_iff₀ hcp]
    nlinarith [mul_nonneg (by linarith : 0 ≤ 2 * c - 1) (sq_nonneg e),
      mul_nonneg hcp.le (sub_nonneg.2 hsq), mul_nonneg hcp.le (sq_nonneg d)]
  · have h' := not_le.1 h
    have hcp : 0 < 1 - c := by linarith
    have hlin : (1 - 2 * c) * e ≤ 2 * d * d :=
      mul_le_mul (by linarith) h1 h0 (by linarith)
    have hlin0 : 0 ≤ (1 - 2 * c) * e := mul_nonneg (by linarith) h0
    refine ⟨div_nonneg (by linarith) hcp.le, ?_⟩
    rw [div_le_iff₀ hcp]
    nlinarith [mul_nonneg (by linarith : 0 ≤ 1 / 2 - c) (sq_nonneg e),
      mul_nonneg (by linarith : 0 ≤ 1 / 2 - c) (sq_nonneg d)]
```

Let $0\le e\le d\le\frac12$ and $|2c-1|\le2d$. Then $0\le c\le1$, so the numerator of each branch is nonnegative for the values of $c$ where that branch is used, and $P_c(e)\ge0$. For $c\ge\frac12$,

$$P_c(e)\le\frac{1+c}{c}\,e^2\le3d^2 .$$

For $c<\frac12$ we have $(1-2c)e\le2d^2$, $(1+c)e^2\le\frac32d^2$ and $1-c>\frac12$, so

$$P_c(e)\le\frac{2d^2+\frac32d^2}{1/2}=7d^2 .$$

The Lean proof splits into the same two branches; `hlin` is the bound on the linear term.

```lean
/-- Let occupations in `[0,1]` be within `d ≤ 1/2` of the target filling `s` and sum to the number
of levels in `s`. After one canonical step, with the parameter computed from these occupations,
every level is within `7d²` of the same target. -/
theorem quadratic_step {s : Finset ι} {c d : ℝ} {x : ι → ℝ} (h : Near s d x)
    (hd : d ≤ 1 / 2) (hN : ∑ i, x i = s.card) (hc : IsParameter c x) :
    Near s (7 * d ^ 2) (fun i => canon c (x i)) := by
  by_cases hf : ∃ i, x i ≠ 0 ∧ x i ≠ 1
  · have hh := parameter_near_half h hd hN hf hc
    refine ⟨fun i hi => ?_, fun i hi => canon_small (h.vacant i hi).1 (h.vacant i hi).2 hd hh⟩
    -- a nearly filled level is a nearly empty hole
    have hh' : |2 * (1 - c) - 1| ≤ 2 * d := by
      rwa [show 2 * (1 - c) - 1 = -(2 * c - 1) by ring, abs_neg]
    have hs := canon_small (e := 1 - x i) (by linarith [(h.filled i hi).2])
      (by linarith [(h.filled i hi).1]) hd hh'
    have he := canon_hole c (1 - x i)
    rw [sub_sub_cancel] at he
    show 1 - 7 * d ^ 2 ≤ canon c (x i) ∧ canon c (x i) ≤ 1
    constructor <;> linarith [hs.1, hs.2]
  · -- occupations 0 and 1 are fixed points
    have h01 : ∀ i, x i = 0 ∨ x i = 1 := fun i => by
      by_contra hi
      exact hf ⟨i, fun h0 => hi (Or.inl h0), fun h1 => hi (Or.inr h1)⟩
    have hfix : ∀ i, canon c (x i) = x i := fun i => by
      rcases h01 i with hi | hi <;> rw [hi, canon_eq] <;> simp
    have hd2 := sq_nonneg d
    refine ⟨fun i hi => ?_, fun i hi => ?_⟩
    · have := h.filled i hi
      simp only [hfix]
      rcases h01 i with h' | h' <;> constructor <;> linarith
    · have := h.vacant i hi
      simp only [hfix]
      rcases h01 i with h' | h' <;> constructor <;> linarith
```

This is the main theorem. Its conclusion is `Near` with the same $s$ and with $7d^2$ in place of $d$: filled levels end in $[1-7d^2,1]$ and vacant ones in $[0,7d^2]$. For $d\le\frac14$ the bound is at most $\frac7{16}$, so each level is still on its own side of one half.

If some level is fractional, `parameter_near_half` bounds $c$ and `canon_small` treats the vacant levels. A filled level $x_i=1-e$ is a hole with occupation $e$. Since $1-c$ is as close to one half as $c$ is, the same estimate gives $0\le P_{1-c}(e)\le7d^2$, and `canon_hole` turns this into $1-7d^2\le P_c(x_i)\le1$.

If no level is fractional, the increment $x(1-x)(x-c)/m$ vanishes for every $c$. Nothing moves, and each level already sits at its target because $d\le\frac12$.

## Repeated steps

```lean
/-- Start from occupations in `[0,1]` within `d ≤ 1/7` of the target filling `s`, with as many
electrons as levels in `s`. After `k` canonical steps, with the parameter recomputed at each step,
every level is within `(7d)^(2^k) / 7` of that target. -/
theorem quadratic_convergence {s : Finset ι} {d : ℝ} {x : ℕ → ι → ℝ} {c : ℕ → ℝ}
    (h : Near s d (x 0)) (hd0 : 0 ≤ d) (hd : d ≤ 1 / 7) (hN : ∑ i, x 0 i = s.card)
    (hc : ∀ k, IsParameter (c k) (x k)) (hx : ∀ k i, x (k + 1) i = canon (c k) (x k i))
    (k : ℕ) : Near s ((7 * d) ^ (2 ^ k) / 7) (x k) := by
  have both : Near s ((7 * d) ^ (2 ^ k) / 7) (x k) ∧ ∑ i, x k i = s.card := by
    induction k with
    | zero =>
      refine ⟨?_, hN⟩
      rwa [pow_zero, pow_one, mul_div_cancel_left₀ d (by norm_num : (7 : ℝ) ≠ 0)]
    | succ k ih =>
      have hfun : x (k + 1) = fun i => canon (c k) (x k i) := funext (hx k)
      have hle : (7 * d) ^ (2 ^ k) ≤ 1 := pow_le_one₀ (by linarith) (by linarith)
      have hstep := quadratic_step ih.1 (by linarith) ih.2 (hc k)
      have he : (7 * d) ^ (2 ^ (k + 1)) / 7 = 7 * ((7 * d) ^ (2 ^ k) / 7) ^ 2 := by
        rw [pow_succ 2 k, pow_mul]
        ring
      rw [hfun, he]
      exact ⟨hstep, (trace_conserved (hc k)).trans ih.2⟩
  exact both.1
```

Now `x k` is the list of occupations after $k$ steps, and `c k` is the parameter recomputed from it. Starting from $0\le d\le\frac17$, the error after $k$ steps is at most $d_k=(7d)^{2^k}/7$. This follows from $d_0=d$ and

$$7d_k^2=\frac{(7d)^{2\cdot2^k}}{7}=d_{k+1}.$$

The bound tends to zero when $d<\frac17$. How a calculation first comes that close to its target is left open.

The induction carries two facts together, nearness and the electron count, because each step needs both. `quadratic_step` renews the first and `trace_conserved` the second. Since $7d\le1$, every $d_k$ is at most $\frac17$, within the range of the one-step theorem.

## The smallest fractional system

```lean
/-- For two levels with occupations `1 - d` and `d` the parameter `1/2` is admissible, and
the step sends `d` to `3d² - 2d³`. -/
theorem two_level_error (d : ℝ) :
    IsParameter (1 / 2) ![1 - d, d] ∧ canon (1 / 2) d = 3 * d ^ 2 - 2 * d ^ 3 := by
  constructor
  · simp only [IsParameter, Fin.sum_univ_two, Matrix.cons_val_zero, Matrix.cons_val_one]
    ring
  · rw [canon, if_pos le_rfl]
    ring

end

end CanonicalPurification
```

A single level with an integer electron count is already 0 or 1, so the smallest system with fractional occupations has two levels, $1-d$ and $d$, written `![1 - d, d]`. Both sums in the equation for $c$ are multiples of $d(1-d)$:

$$\sum_i x_i(1-x_i)=2d(1-d),\qquad \sum_i x_i^2(1-x_i)=(1-d)^2d+d^2(1-d)=d(1-d),$$

so $c=\frac12$ satisfies it. The step then gives

$$P_{1/2}(d)=\frac{\frac32d^2-d^3}{1/2}=3d^2-2d^3 .$$

For small $d$ the new error is close to $3d^2$, so the power 2 in the bound cannot be raised. Whether 7 is the smallest possible constant is not settled by this example.

```lean
#print axioms CanonicalPurification.isParameter_iff
-- 'CanonicalPurification.isParameter_iff' depends on axioms: [propext, Classical.choice, Quot.sound]
#print axioms CanonicalPurification.quadratic_step
-- 'CanonicalPurification.quadratic_step' depends on axioms: [propext, Classical.choice, Quot.sound]
#print axioms CanonicalPurification.quadratic_convergence
-- 'CanonicalPurification.quadratic_convergence' depends on axioms: [propext, Classical.choice, Quot.sound]
#print axioms CanonicalPurification.two_level_error
-- 'CanonicalPurification.two_level_error' depends on axioms: [propext, Classical.choice, Quot.sound]
```
